# Force constants for n copies of a symmetry species on which only scalars commute: F = f ⊗ 1, with n(n+1)/2 free parameters

Symmetry enters here as a family of real d × d matrices D(g), d ≥ 1, with no group law imposed on the labels g. A single condition replaces irreducibility: a real d × d matrix that commutes with every D(g) must be a multiple of the identity. Physically, the only symmetry-consistent linear map among the d partner components is a common scaling. The degenerate pair of C4v satisfies this condition; the real pair of C4, which has rotations but no reflections, doesn't.

Take n copies of the species and label the symmetry coordinates by pairs (i, a), with i the copy and a the component. All copies transform by the same matrices, so an operation acts as 1 ⊗ D(g). Then a real matrix F of size nd is symmetric and commutes with every 1 ⊗ D(g) if and only if

F = f ⊗ 1

for exactly one symmetric n × n matrix f. Such matrices F form a real vector space of dimension n(n+1)/2, whatever the value of d.

## Storing and diagonalising one species of a Hessian

In a harmonic vibrational calculation with finitely many orthonormal symmetry coordinates, a code that uses symmetry can store or fit f in place of the block F for each species that meets the condition. It can also take the eigenvalues from f and repeat each one d times, since for every real x

det(f ⊗ 1 − x 1) = det(f − x 1)^d.

In orthonormal, mass-weighted symmetry coordinates the roots x are the squared angular frequencies.

Two conventions matter in an implementation. The copy index comes first, so with zero-based labels the flat index is i·d + a; the opposite ordering gives 1 ⊗ f. The copies must also be aligned. If one copy of a degenerate pair is built with rotated partner components, its matrices are equivalent to D(g) but may differ from them, and its coupling blocks to the other copies then need not be multiples of the identity. A routine that reads only one diagonal entry of each block can then return wrong force constants without any warning.

## From commuting blocks to one number per pair of copies

Write F(i,j) for the d × d block with entries

F(i,j)(a,b) = F((i,a),(j,b)).

Let B be any d × d matrix, and let δ be the Kronecker delta. The entries of 1 ⊗ B are δ(i,j) B(a,b), so

[F (1 ⊗ B)]((i,a),(j,b)) = Σ_l Σ_c F((i,a),(l,c)) δ(l,j) B(c,b) = [F(i,j) B](a,b).

In the same way,

[(1 ⊗ B) F]((i,a),(j,b)) = [B F(i,j)](a,b).

Hence F commutes with 1 ⊗ B exactly when every block F(i,j) commutes with B.

Now let F be symmetric and commute with every 1 ⊗ D(g). Each block commutes with every D(g), so it is a multiple f(i,j) of the identity:

F((i,a),(j,b)) = f(i,j) δ(a,b).

This is F = f ⊗ 1. Since d ≥ 1, we may choose a component a. Symmetry of F gives

f(j,i) = F((j,a),(i,a)) = F((i,a),(j,a)) = f(i,j),

so f is symmetric. The entry F((i,a),(j,a)) also determines f(i,j), so f is unique.

Conversely, let f be symmetric. Then

(f ⊗ 1)ᵀ = fᵀ ⊗ 1 = f ⊗ 1,

(f ⊗ 1)(1 ⊗ D(g)) = f ⊗ D(g) = (1 ⊗ D(g))(f ⊗ 1).

For the count, assign a real number k({i,j}) to each unordered pair of copies, with i = j allowed. Setting f(i,j) = k({i,j}) gives a linear map from these assignments to the allowed matrices. It is injective because f can be recovered from f ⊗ 1, and it reaches every allowed F because f is symmetric. The dimension is therefore the number of unordered pairs:

n + n(n−1)/2 = n(n+1)/2.

For the determinant, note first that

f ⊗ 1 − x 1 = (f − x 1) ⊗ 1.

Reordering rows and columns together, component first, leaves the determinant unchanged and produces d diagonal blocks, each equal to f − x 1. Their determinants multiply to the d-th power.

A concrete family that meets the condition consists of the quarter turn J = [[0, −1], [1, 0]] and the reflection R = diag(1, −1). Let A = [[p, q], [r, s]]. The upper right entry of AJ = JA gives p = s. The off-diagonal entries of AR = RA give q = 0 and r = 0. Thus A = p 1.

With J alone the conclusion fails. Since Jᵀ = −J, the matrix J ⊗ J is symmetric, and its product with 1 ⊗ J in either order is J ⊗ J². With copies and components numbered from 0, the entry of J ⊗ J at ((0,0),(1,1)) is J(0,1)² = 1, whereas every f ⊗ 1 has 0 there.

## The Lean file

```lean
import Mathlib

open Matrix
open scoped Kronecker

namespace SymmetryForceConstants

variable {G n m : Type*} [Fintype n] [DecidableEq n] [Fintype m] [DecidableEq m]

/-- The only real matrices that commute with every member of the family `D` are the
multiples of the identity. -/
def OnlyScalarsCommute (D : G → Matrix m m ℝ) : Prop :=
  ∀ A : Matrix m m ℝ, (∀ g, A * D g = D g * A) → ∃ c : ℝ, A = c • (1 : Matrix m m ℝ)

/-- The block of `F` that couples copy `i` of the symmetry species to copy `j`. -/
def block (F : Matrix (n × m) (n × m) ℝ) (i j : n) : Matrix m m ℝ :=
  Matrix.of fun a b => F (i, a) (j, b)

omit [DecidableEq m] in
/-- A matrix commutes with the same operation `B` applied to every copy exactly when each
of its blocks commutes with `B`. -/
theorem commutes_iff_blocks (F : Matrix (n × m) (n × m) ℝ) (B : Matrix m m ℝ) :
    F * ((1 : Matrix n n ℝ) ⊗ₖ B) = ((1 : Matrix n n ℝ) ⊗ₖ B) * F ↔
      ∀ i j, block F i j * B = B * block F i j := by
  -- the identity on the copies removes one of the two sums
  have L : ∀ i a j b, (F * ((1 : Matrix n n ℝ) ⊗ₖ B)) (i, a) (j, b)
      = (block F i j * B) a b := by
    intro i a j b
    simp [block, Matrix.mul_apply, Fintype.sum_prod_type_right, Matrix.one_apply]
  have R : ∀ i a j b, (((1 : Matrix n n ℝ) ⊗ₖ B) * F) (i, a) (j, b)
      = (B * block F i j) a b := by
    intro i a j b
    simp [block, Matrix.mul_apply, Fintype.sum_prod_type_right, Matrix.one_apply]
  constructor
  · intro h i j
    ext a b
    rw [← L, h, R]
  · intro h
    ext ⟨i, a⟩ ⟨j, b⟩
    rw [L, R, h]

omit [Fintype n] [DecidableEq n] [Fintype m] in
/-- If the species has at least one component, the reduced matrix `f` can be recovered
from `f ⊗ 1`. -/
theorem kronecker_one_injective [Nonempty m] {f f' : Matrix n n ℝ}
    (h : f ⊗ₖ (1 : Matrix m m ℝ) = f' ⊗ₖ (1 : Matrix m m ℝ)) : f = f' := by
  obtain ⟨a⟩ := ‹Nonempty m›
  ext i j
  have := congrArg (fun M : Matrix (n × m) (n × m) ℝ => M (i, a) (j, a)) h
  simpa [Matrix.kroneckerMap_apply] using this

/-- For symmetric `f`, the matrix `f ⊗ 1` is symmetric and commutes with every
operation `1 ⊗ D g`. -/
theorem kronecker_one_invariant (D : G → Matrix m m ℝ) {f : Matrix n n ℝ} (hf : fᵀ = f) :
    (f ⊗ₖ (1 : Matrix m m ℝ))ᵀ = f ⊗ₖ (1 : Matrix m m ℝ) ∧
      ∀ g, (f ⊗ₖ (1 : Matrix m m ℝ)) * ((1 : Matrix n n ℝ) ⊗ₖ D g)
        = ((1 : Matrix n n ℝ) ⊗ₖ D g) * (f ⊗ₖ (1 : Matrix m m ℝ)) := by
  constructor
  · rw [← Matrix.kroneckerMap_transpose, hf, Matrix.transpose_one]
  · intro g
    rw [← Matrix.mul_kronecker_mul, ← Matrix.mul_kronecker_mul]
    simp

/-- Let only scalars commute with the family `D`, acting on at least one component. Then `F` is
symmetric and commutes with every `1 ⊗ D g` if and only if `F = f ⊗ 1` for exactly one
symmetric `f`. -/
theorem invariant_iff_kronecker_one [Nonempty m] {D : G → Matrix m m ℝ}
    (hD : OnlyScalarsCommute D) (F : Matrix (n × m) (n × m) ℝ) :
    (Fᵀ = F ∧ ∀ g, F * ((1 : Matrix n n ℝ) ⊗ₖ D g) = ((1 : Matrix n n ℝ) ⊗ₖ D g) * F) ↔
      ∃! f : Matrix n n ℝ, fᵀ = f ∧ F = f ⊗ₖ (1 : Matrix m m ℝ) := by
  constructor
  · rintro ⟨hF, h⟩
    -- every block is a multiple of the identity
    choose f hf using fun i j =>
      hD (block F i j) (fun g => (commutes_iff_blocks F (D g)).1 (h g) i j)
    have key : ∀ i a j b, F (i, a) (j, b) = f i j * (1 : Matrix m m ℝ) a b := by
      intro i a j b
      have := congrArg (fun M : Matrix m m ℝ => M a b) (hf i j)
      simpa [block] using this
    have hsym : (Matrix.of f)ᵀ = Matrix.of f := by
      obtain ⟨a⟩ := ‹Nonempty m›
      ext i j
      have := congrArg (fun M : Matrix (n × m) (n × m) ℝ => M (i, a) (j, a)) hF
      simp only [Matrix.transpose_apply, key, Matrix.one_apply_eq, mul_one] at this
      exact this
    have hprod : F = Matrix.of f ⊗ₖ (1 : Matrix m m ℝ) := by
      ext ⟨i, a⟩ ⟨j, b⟩
      exact key i a j b
    exact ⟨Matrix.of f, ⟨hsym, hprod⟩,
      fun f' hf' => kronecker_one_injective (hf'.2.symm.trans hprod)⟩
  · rintro ⟨f, ⟨hf, rfl⟩, -⟩
    exact kronecker_one_invariant D hf

/-- The real vector space of symmetric matrices that commute with every `1 ⊗ D g`. -/
def forceConstants (n : Type*) [Fintype n] [DecidableEq n] (D : G → Matrix m m ℝ) :
    Submodule ℝ (Matrix (n × m) (n × m) ℝ) where
  carrier := {F | Fᵀ = F ∧
    ∀ g, F * ((1 : Matrix n n ℝ) ⊗ₖ D g) = ((1 : Matrix n n ℝ) ⊗ₖ D g) * F}
  add_mem' := by
    rintro A B ⟨hA, hA'⟩ ⟨hB, hB'⟩
    exact ⟨by rw [Matrix.transpose_add, hA, hB],
      fun g => by rw [Matrix.add_mul, Matrix.mul_add, hA' g, hB' g]⟩
  zero_mem' := ⟨Matrix.transpose_zero, fun g => by simp⟩
  smul_mem' := by
    rintro c A ⟨hA, hA'⟩
    exact ⟨by rw [Matrix.transpose_smul, hA],
      fun g => by rw [Matrix.smul_mul, Matrix.mul_smul, hA' g]⟩

/-- The matrix `f ⊗ 1` built from one force constant for each unordered pair of copies. -/
def ofPairs (n m : Type*) [DecidableEq m] :
    (Sym2 n → ℝ) →ₗ[ℝ] Matrix (n × m) (n × m) ℝ where
  toFun k := (Matrix.of fun i j => k s(i, j)) ⊗ₖ (1 : Matrix m m ℝ)
  map_add' k l := by
    ext ⟨i, a⟩ ⟨j, b⟩
    simp [Matrix.kroneckerMap_apply, add_mul]
  map_smul' c k := by
    ext ⟨i, a⟩ ⟨j, b⟩
    simp [Matrix.kroneckerMap_apply, mul_assoc]

/-- If only scalars commute with `D`, acting on at least one component, then `n` copies of the
species have `n (n + 1) / 2` independent force constants. -/
theorem finrank_forceConstants [Nonempty m] {D : G → Matrix m m ℝ}
    (hD : OnlyScalarsCommute D) :
    Module.finrank ℝ (forceConstants n D) = Fintype.card n * (Fintype.card n + 1) / 2 := by
  have hinj : Function.Injective (ofPairs n m) := by
    intro k l h
    have h' : (Matrix.of fun i j => k s(i, j) : Matrix n n ℝ)
        = Matrix.of fun i j => l s(i, j) := kronecker_one_injective (m := m) h
    funext p
    induction p using Sym2.ind with
    | _ i j => exact congrArg (fun M : Matrix n n ℝ => M i j) h'
  -- the allowed matrices are exactly those built from unordered pairs
  have hr : LinearMap.range (ofPairs n m) = forceConstants n D := by
    ext F
    rw [LinearMap.mem_range]
    constructor
    · rintro ⟨k, rfl⟩
      refine kronecker_one_invariant D ?_
      ext i j
      exact congrArg k Sym2.eq_swap
    · intro hF
      obtain ⟨f, ⟨hf, rfl⟩, -⟩ := (invariant_iff_kronecker_one hD F).1 hF
      refine ⟨Sym2.lift ⟨fun i j => f i j,
        fun i j => congrArg (fun M : Matrix n n ℝ => M j i) hf⟩, ?_⟩
      ext ⟨i, a⟩ ⟨j, b⟩
      simp [ofPairs, Sym2.lift_mk]
  rw [← hr, LinearMap.finrank_range_of_inj hinj, Module.finrank_fintype_fun_eq_card,
    Sym2.card, Nat.choose_two_right, Nat.add_sub_cancel, mul_comm]

/-- The secular determinant of `f ⊗ 1` is that of `f`, raised to the number of components
of the species. -/
theorem secular_det (f : Matrix n n ℝ) (x : ℝ) :
    (f ⊗ₖ (1 : Matrix m m ℝ) - x • (1 : Matrix (n × m) (n × m) ℝ)).det
      = (f - x • (1 : Matrix n n ℝ)).det ^ Fintype.card m := by
  have h : f ⊗ₖ (1 : Matrix m m ℝ) - x • (1 : Matrix (n × m) (n × m) ℝ)
      = (f - x • (1 : Matrix n n ℝ)) ⊗ₖ (1 : Matrix m m ℝ) := by
    rw [← Matrix.one_kronecker_one]
    ext ⟨i, a⟩ ⟨j, b⟩
    simp only [Matrix.sub_apply, Matrix.smul_apply, Matrix.kroneckerMap_apply, smul_eq_mul]
    ring
  rw [h, Matrix.det_kronecker, Matrix.det_one, one_pow, mul_one]

/-- Rotation of the plane by a quarter turn. -/
def quarterTurn : Matrix (Fin 2) (Fin 2) ℝ := !![0, -1; 1, 0]

/-- A quarter turn and a reflection, acting on the two coordinates of the plane. -/
def squareSymmetry : Fin 2 → Matrix (Fin 2) (Fin 2) ℝ :=
  ![quarterTurn, !![1, 0; 0, -1]]

/-- Only scalars commute with both the quarter turn and the reflection of the plane. -/
theorem onlyScalarsCommute_witness : OnlyScalarsCommute squareSymmetry := by
  intro A h
  have e1 := congrArg (fun M : Matrix (Fin 2) (Fin 2) ℝ => M 0 1) (h 0)
  have e2 := congrArg (fun M : Matrix (Fin 2) (Fin 2) ℝ => M 0 1) (h 1)
  have e3 := congrArg (fun M : Matrix (Fin 2) (Fin 2) ℝ => M 1 0) (h 1)
  simp [squareSymmetry, quarterTurn, Matrix.mul_apply, Fin.sum_univ_two] at e1 e2 e3
  refine ⟨A 0 0, ?_⟩
  ext i j
  fin_cases i <;> fin_cases j <;> simp <;> linarith

/-- With the quarter turn `J` as the only operation, `J ⊗ J` is symmetric and commutes with
`1 ⊗ J`, but it is not of the form `f ⊗ 1`. -/
theorem quarterTurn_alone_insufficient :
    (quarterTurn ⊗ₖ quarterTurn)ᵀ = quarterTurn ⊗ₖ quarterTurn ∧
    (quarterTurn ⊗ₖ quarterTurn) * ((1 : Matrix (Fin 2) (Fin 2) ℝ) ⊗ₖ quarterTurn)
      = ((1 : Matrix (Fin 2) (Fin 2) ℝ) ⊗ₖ quarterTurn) * (quarterTurn ⊗ₖ quarterTurn) ∧
    ¬ ∃ f : Matrix (Fin 2) (Fin 2) ℝ,
      quarterTurn ⊗ₖ quarterTurn = f ⊗ₖ (1 : Matrix (Fin 2) (Fin 2) ℝ) := by
  refine ⟨?_, ?_, ?_⟩
  · ext ⟨i, a⟩ ⟨j, b⟩
    fin_cases i <;> fin_cases a <;> fin_cases j <;> fin_cases b <;> simp [quarterTurn]
  · rw [← Matrix.mul_kronecker_mul, ← Matrix.mul_kronecker_mul]
    simp
  · rintro ⟨f, h⟩
    -- this entry is 1 on the left and 0 on the right
    have := congrArg
      (fun M : Matrix (Fin 2 × Fin 2) (Fin 2 × Fin 2) ℝ => M (0, 0) (1, 1)) h
    simp [quarterTurn] at this

end SymmetryForceConstants
```

```lean
#print axioms SymmetryForceConstants.finrank_forceConstants
-- 'SymmetryForceConstants.finrank_forceConstants' depends on axioms: [propext, Classical.choice, Quot.sound]
#print axioms SymmetryForceConstants.secular_det
-- 'SymmetryForceConstants.secular_det' depends on axioms: [propext, Classical.choice, Quot.sound]
#print axioms SymmetryForceConstants.quarterTurn_alone_insufficient
-- 'SymmetryForceConstants.quarterTurn_alone_insufficient' depends on axioms: [propext, Classical.choice, Quot.sound]
```

## Copies, components and operations as Lean types

The finite types `n` and `m` label copies and components, so the numbers n and d of the text are `Fintype.card n` and `Fintype.card m`. The assumption `[Nonempty m]` is d ≥ 1. The type `G` labels the operations and carries no structure: generators are enough, and `D` need not be a representation.

`OnlyScalarsCommute D` is the condition on the species. It is a hypothesis, `hD`, of the two main theorems, and a user must establish it for each species. For d = 1 it always holds.

`invariant_iff_kronecker_one` is the equivalence. Its left side says that `F` is symmetric and commutes with each operation; its right side uses `∃!`, which means that exactly one `f` is symmetric and satisfies the product formula. `forceConstants n D` collects the allowed matrices into a real subspace, and `finrank_forceConstants` gives its dimension. The division by 2 there is between natural numbers and leaves no remainder, because one of two consecutive integers is even. The case of no copies is included and gives dimension 0.

`secular_det` holds for every real square `f`, symmetric or not, and doesn't involve `D`.

## How the Lean lemmas follow the block argument

`commutes_iff_blocks` contains the two double sums as the local statements `L` and `R`; `simp` uses the identity on the copies to remove one sum in each. `kronecker_one_injective` reads off the entry with equal components, and `kronecker_one_invariant` is the converse direction, using the product rule for Kronecker products.

In the main equivalence, `choose` extracts the numbers f(i,j) from the statement that each block is scalar. The local result `key` is the entry formula for F, `hsym` compares entries of F and its transpose, and `hprod` assembles the product. Uniqueness comes from the injectivity lemma.

For the dimension, `Sym2 n` is the type of unordered pairs, including pairs of equal copies, and `ofPairs` is the linear map from k to f ⊗ 1. The proof shows that this map is injective (`hinj`) and that its range is the space of allowed matrices (`hr`). `Sym2.lift` turns a symmetric f back into a function on unordered pairs. The last rewrite counts those pairs.

`secular_det` factors the shifted matrix and then applies Mathlib's determinant formula for Kronecker products, where the derivation above reorders coordinates.

`onlyScalarsCommute_witness` extracts the three entry equations for J and R as `e1`, `e2` and `e3`, and `linarith` finishes the comparison with a scalar matrix. `quarterTurn_alone_insufficient` checks the symmetry of J ⊗ J entry by entry, its commutation by the product rule, and the failure of the form f ⊗ 1 at the entry computed above.

## What a code must supply before using f

The theorems start from one species with aligned copies. Finding the species in a molecule or crystal, constructing the coordinates and separating different species from one another are left to the code.

Commutation is also an input. A potential that is invariant under the operations gives, at a symmetric reference geometry,

D(g)ᵀ F(i,j) D(g) = F(i,j)

for each block. This is the same as commutation when the D(g) are orthogonal, as they are in orthonormal symmetry coordinates. With non-orthogonal component bases the two conditions can differ, and the equivalence must not be applied to the first one unchanged.

Finally, the matrices have real entries and commute exactly. A Hessian from finite differences or from a loosely converged electronic-structure calculation may satisfy the relations only approximately, and the theorems give no bound on its distance from the form f ⊗ 1. A code can measure that distance directly, from the off-diagonal entries of each block and the spread of its diagonal entries, before it discards the redundant numbers.
